# Level shifts above 3/2 stabilise a local minimum that plain aufbau leaves in a two-level Roothaan model

In restricted Hartree–Fock theory with real orbitals, a Roothaan iteration without a level shift can leave a local energy minimum even when it starts exactly there. In the two-level model below, one plain aufbau step does this, whereas with any fixed shift b > 3/2 the iteration converges to that minimum from all sufficiently close starting points.

```lean
import Mathlib

open Matrix Filter Topology
open scoped Real

namespace RoothaanLevelShift

noncomputable section

/-- The occupied orbital at angle `t`. -/
def occ (t : ℝ) : Fin 2 → ℝ := ![Real.cos t, Real.sin t]

/-- The virtual orbital at angle `t`, orthogonal to the occupied one. -/
def virt (t : ℝ) : Fin 2 → ℝ := ![-Real.sin t, Real.cos t]

/-- The density matrix: the projector on the occupied orbital. -/
def dens (t : ℝ) : Matrix (Fin 2) (Fin 2) ℝ := vecMulVec (occ t) (occ t)

/-- The model energy functional of the density matrix. -/
def energy (P : Matrix (Fin 2) (Fin 2) ℝ) : ℝ := -P 1 1 + 2 * P 0 1 ^ 2

/-- The Fock matrix of the model. -/
def fock (P : Matrix (Fin 2) (Fin 2) ℝ) : Matrix (Fin 2) (Fin 2) ℝ :=
  !![0, 2 * P 0 1; 2 * P 0 1, -1]

/-- The Fock matrix with the virtual space of `P` shifted by `b`. -/
def shiftedFock (b : ℝ) (P : Matrix (Fin 2) (Fin 2) ℝ) : Matrix (Fin 2) (Fin 2) ℝ :=
  fock P + b • (1 - P)

/-- The angle `θ` obeys the aufbau rule for `M`: its occupied and virtual orbitals are
eigenvectors of `M`, and the occupied one has the strictly lower eigenvalue. -/
def Aufbau (M : Matrix (Fin 2) (Fin 2) ℝ) (θ : ℝ) : Prop :=
  ∃ e₁ e₂ : ℝ, e₁ < e₂ ∧ M *ᵥ occ θ = e₁ • occ θ ∧ M *ᵥ virt θ = e₂ • virt θ

/-- The closed formula for the level-shifted update of the angle, used on the domain
`1 < b * cos (2 * t)`. -/
def step (b t : ℝ) : ℝ :=
  Real.arctan ((b - 2) * Real.sin (2 * t) / (b * Real.cos (2 * t) - 1)) / 2

/-- The entries of the density matrix in terms of the orbital angle. -/
lemma dens_eq (t : ℝ) : dens t =
    !![Real.cos t ^ 2, Real.cos t * Real.sin t; Real.cos t * Real.sin t, Real.sin t ^ 2] := by
  ext i j
  fin_cases i <;> fin_cases j <;> simp [dens, occ, vecMulVec_apply] <;> ring

/-- The derivative of the energy along a symmetric variation `D` of the density matrix is the trace
of the Fock matrix times `D`. -/
theorem fock_is_gradient (P D : Matrix (Fin 2) (Fin 2) ℝ) (hD : D.IsSymm) :
    HasDerivAt (fun x : ℝ => energy (P + x • D)) (trace (fock P * D)) 0 := by
  have hD' : D 1 0 = D 0 1 := hD.apply 0 1
  have hl : ∀ p q : ℝ, HasDerivAt (fun x : ℝ => p + x * q) q 0 := by
    intro p q
    simpa using ((hasDerivAt_id' (0 : ℝ)).mul_const q).const_add p
  have hE : (fun x : ℝ => energy (P + x • D)) =
      fun x => -(P 1 1 + x * D 1 1) + 2 * (P 0 1 + x * D 0 1) ^ 2 := by
    funext x
    simp [energy]
  rw [hE]
  refine ((hl (P 1 1) (D 1 1)).fun_neg.fun_add
    (((hl (P 0 1) (D 0 1)).fun_pow 2).const_mul 2)).congr_deriv ?_
  have ht : trace (fock P * D) =
      0 * D 0 0 + 2 * P 0 1 * D 1 0 + (2 * P 0 1 * D 0 1 + -1 * D 1 1) := by
    rw [Matrix.trace_fin_two, Matrix.mul_apply, Matrix.mul_apply, Fin.sum_univ_two,
      Fin.sum_univ_two]
    rfl
  rw [ht, hD']
  simp
  ring

/-- The eigenvalue equation of a symmetric two-level matrix, written in components. -/
lemma eigen_iff (a b d x y e : ℝ) : !![a, b; b, d] *ᵥ ![x, y] = e • ![x, y] ↔
    a * x + b * y = e * x ∧ b * x + d * y = e * y := by
  simp [funext_iff, Fin.forall_fin_two]
  rw [mul_comm x a, mul_comm y b, mul_comm x b, mul_comm y d]

/-- The aufbau rule for a symmetric two-level matrix: for some positive gap `g`, `g` and the doubled
angle are the polar coordinates of the point `(d - a, -2 * b)`. -/
theorem aufbau_iff (a b d θ : ℝ) : Aufbau !![a, b; b, d] θ ↔
    ∃ g : ℝ, 0 < g ∧ d - a = g * Real.cos (2 * θ) ∧ -2 * b = g * Real.sin (2 * θ) := by
  have hp := Real.sin_sq_add_cos_sq θ
  simp only [Aufbau, occ, virt, eigen_iff, Real.cos_two_mul', Real.sin_two_mul]
  constructor
  · rintro ⟨e₁, e₂, he, ⟨h1, h2⟩, h3, h4⟩
    refine ⟨e₂ - e₁, sub_pos.mpr he, ?_, ?_⟩
    · linear_combination Real.sin θ * h2 + Real.cos θ * h4 - Real.cos θ * h1
        + Real.sin θ * h3 - (d - a) * hp
    · linear_combination -2 * (Real.sin θ * h1 + Real.cos θ * h3) + 2 * b * hp
  · rintro ⟨g, hg, h1, h2⟩
    -- the two levels lie half a gap below and above the mean
    refine ⟨(a + d - g) / 2, (a + d + g) / 2, by linarith, ⟨?_, ?_⟩, ?_, ?_⟩
    · linear_combination -Real.cos θ / 2 * h1 - Real.sin θ / 2 * h2 - g * Real.cos θ / 2 * hp
    · linear_combination Real.sin θ / 2 * h1 - Real.cos θ / 2 * h2 - g * Real.sin θ / 2 * hp
    · linear_combination Real.sin θ / 2 * h1 - Real.cos θ / 2 * h2 - g * Real.sin θ / 2 * hp
    · linear_combination Real.cos θ / 2 * h1 + Real.sin θ / 2 * h2 + g * Real.cos θ / 2 * hp

/-- Two angles that obey the aufbau rule for the same symmetric matrix have the same
density matrix. -/
theorem aufbau_unique {a b d t u : ℝ} (ht : Aufbau !![a, b; b, d] t)
    (hu : Aufbau !![a, b; b, d] u) : dens t = dens u := by
  obtain ⟨g, hg, h1, h2⟩ := (aufbau_iff a b d t).mp ht
  obtain ⟨k, hk, h3, h4⟩ := (aufbau_iff a b d u).mp hu
  have hpt := Real.sin_sq_add_cos_sq (2 * t)
  have hpu := Real.sin_sq_add_cos_sq (2 * u)
  have hsq : g ^ 2 = k ^ 2 := by
    have e1 : (d - a) ^ 2 + (-2 * b) ^ 2 = g ^ 2 := by
      rw [h1, h2]
      linear_combination g ^ 2 * hpt
    have e2 : (d - a) ^ 2 + (-2 * b) ^ 2 = k ^ 2 := by
      rw [h3, h4]
      linear_combination k ^ 2 * hpu
    linarith
  have hgk : g = k := by nlinarith
  subst hgk
  have hc : Real.cos (2 * t) = Real.cos (2 * u) :=
    mul_left_cancel₀ hg.ne' (h1.symm.trans h3)
  have hs : Real.sin (2 * t) = Real.sin (2 * u) :=
    mul_left_cancel₀ hg.ne' (h2.symm.trans h4)
  rw [Real.cos_two_mul, Real.cos_two_mul] at hc
  rw [Real.sin_two_mul, Real.sin_two_mul] at hs
  have A : Real.cos t ^ 2 = Real.cos u ^ 2 := by linarith
  have B : Real.sin t ^ 2 = Real.sin u ^ 2 := by
    linarith [Real.sin_sq_add_cos_sq t, Real.sin_sq_add_cos_sq u]
  have C : Real.cos t * Real.sin t = Real.cos u * Real.sin u := by
    linear_combination hs / 2
  rw [dens_eq, dens_eq, A, B, C]

/-- The entries of the level-shifted Fock matrix at orbital angle `t`. -/
lemma shiftedFock_dens (b t : ℝ) : shiftedFock b (dens t) =
    !![b * (1 - Real.cos t ^ 2), (2 - b) * (Real.cos t * Real.sin t);
      (2 - b) * (Real.cos t * Real.sin t), b * (1 - Real.sin t ^ 2) - 1] := by
  rw [shiftedFock, dens_eq]
  ext i j
  fin_cases i <;> fin_cases j <;> simp [fock] <;> ring

/-- With a shift `b < 1`, the aufbau rule sends the state `t = 0` to `t = π / 2`. -/
theorem aufbau_escapes {b : ℝ} (hb : b < 1) :
    Aufbau (shiftedFock b (dens 0)) (π / 2) := by
  have h2 : 2 * (π / 2) = π := by ring
  rw [shiftedFock_dens, aufbau_iff, h2]
  refine ⟨1 - b, sub_pos.mpr hb, ?_, ?_⟩
  · simp only [Real.sin_zero, Real.cos_zero, Real.cos_pi]
    ring
  · simp only [Real.sin_zero, Real.cos_zero, Real.sin_pi]
    ring

/-- Where `1 < b * cos (2 * t)`, the closed formula `step b t` obeys the aufbau rule for the
level-shifted Fock matrix at `t`. -/
theorem step_aufbau {b t : ℝ} (h : 1 < b * Real.cos (2 * t)) :
    Aufbau (shiftedFock b (dens t)) (step b t) := by
  have hX : 0 < b * Real.cos (2 * t) - 1 := sub_pos.mpr h
  have hX0 := hX.ne'
  obtain ⟨φ, hφ⟩ : ∃ φ, φ = Real.arctan
    ((b - 2) * Real.sin (2 * t) / (b * Real.cos (2 * t) - 1)) := ⟨_, rfl⟩
  have h2 : 2 * step b t = φ := by
    rw [hφ, step]
    ring
  have hpos : 0 < Real.cos φ := by
    rw [hφ]
    exact Real.cos_arctan_pos _
  have hne := hpos.ne'
  have htan : Real.sin φ / Real.cos φ =
      (b - 2) * Real.sin (2 * t) / (b * Real.cos (2 * t) - 1) := by
    rw [← Real.tan_eq_sin_div_cos, hφ, Real.tan_arctan]
  -- the gap is the diagonal difference divided by the cosine of the doubled angle
  have hcos : (b * Real.cos (2 * t) - 1) / Real.cos φ * Real.cos φ
      = b * Real.cos (2 * t) - 1 := by field_simp
  have hsin : (b * Real.cos (2 * t) - 1) / Real.cos φ * Real.sin φ
      = (b - 2) * Real.sin (2 * t) := by
    calc _ = (b * Real.cos (2 * t) - 1) * (Real.sin φ / Real.cos φ) := by ring
      _ = _ := by
        rw [htan]
        field_simp
  rw [shiftedFock_dens, aufbau_iff, h2]
  refine ⟨_, div_pos hX hpos, ?_, ?_⟩
  · rw [hcos, Real.cos_two_mul']
    ring
  · rw [hsin, Real.sin_two_mul]
    ring

/-- For a shift `b > 1`, the update of the angle has slope `(b - 2) / (b - 1)` at `t = 0`. -/
theorem step_slope {b : ℝ} (hb : 1 < b) :
    HasDerivAt (step b) ((b - 2) / (b - 1)) 0 := by
  have hb1 : b - 1 ≠ 0 := (sub_pos.mpr hb).ne'
  have h2 : HasDerivAt (fun t : ℝ => 2 * t) 2 0 :=
    ((hasDerivAt_id' (0 : ℝ)).const_mul 2).congr_deriv (by norm_num)
  have hne : b * Real.cos (2 * 0) - 1 ≠ 0 := by
    rw [mul_zero, Real.cos_zero, mul_one]
    exact hb1
  have hq := (h2.sin.const_mul (b - 2)).fun_div ((h2.cos.const_mul b).sub_const 1) hne
  refine (hq.arctan.div_const 2).congr_deriv ?_
  simp only [mul_zero, Real.sin_zero, Real.cos_zero, zero_div, neg_zero, zero_mul, sub_zero,
    mul_one, one_mul, ne_eq, OfNat.ofNat_ne_zero, not_false_eq_true, zero_pow, add_zero, div_one]
  field_simp

/-- For a shift `b > 3/2`, the level-shifted Roothaan iteration started close enough to
`t = 0` obeys the aufbau rule at every step and converges to `t = 0`. -/
theorem level_shift_converges {b : ℝ} (hb : 3 / 2 < b) :
    ∃ δ > 0, ∀ t : ℝ, |t| < δ →
      (∀ n : ℕ, Aufbau (shiftedFock b (dens ((step b)^[n] t))) ((step b)^[n + 1] t)) ∧
      Tendsto (fun n : ℕ => (step b)^[n] t) atTop (𝓝 0) := by
  have hb1 : 0 < b - 1 := by linarith
  have hd := step_slope (b := b) (by linarith)
  have hk : |(b - 2) / (b - 1)| < 1 := by
    rw [abs_lt, lt_div_iff₀ hb1, div_lt_iff₀ hb1]
    constructor <;> linarith
  obtain ⟨k, hkdef⟩ : ∃ k, k = (b - 2) / (b - 1) := ⟨_, rfl⟩
  rw [← hkdef] at hd hk
  obtain ⟨r, hkr, hr1⟩ := exists_between hk
  have hr0 : 0 ≤ r := (abs_nonneg k).trans hkr.le
  have hsmall := (hasDerivAt_iff_isLittleO.mp hd).def (sub_pos.mpr hkr)
  have hcos : ∀ᶠ t in 𝓝 (0 : ℝ), 1 < b * Real.cos (2 * t) :=
    IsOpen.mem_nhds (isOpen_lt continuous_const
      (by fun_prop : Continuous fun t : ℝ => b * Real.cos (2 * t))) (by simp; linarith)
  obtain ⟨δ, hδ, h⟩ := Metric.eventually_nhds_iff.mp (hsmall.and hcos)
  have h0 : step b 0 = 0 := by simp [step]
  -- near the minimum each step contracts the angle by the factor r
  have hstep : ∀ x : ℝ, |x| < δ → |step b x| ≤ r * |x| := by
    intro x hx
    have h1 := (h (y := x) (by simpa [Real.dist_eq] using hx)).1
    simp only [h0, sub_zero, smul_eq_mul, Real.norm_eq_abs] at h1
    have h3 : |step b x| ≤ |step b x - x * k| + |x * k| := by
      simpa using abs_add_le (step b x - x * k) (x * k)
    rw [abs_mul] at h3
    linarith
  refine ⟨δ, hδ, fun t ht => ?_⟩
  have hp : ∀ n : ℕ, r ^ n * |t| ≤ |t| := fun n =>
    mul_le_of_le_one_left (abs_nonneg t) (pow_le_one₀ hr0 hr1.le)
  have hit : ∀ n : ℕ, |(step b)^[n] t| ≤ r ^ n * |t| := by
    intro n
    induction n with
    | zero => simp
    | succ n ih =>
      rw [Function.iterate_succ_apply']
      calc _ ≤ r * |(step b)^[n] t| := hstep _ ((ih.trans (hp n)).trans_lt ht)
        _ ≤ r * (r ^ n * |t|) := mul_le_mul_of_nonneg_left ih hr0
        _ = r ^ (n + 1) * |t| := by ring
  constructor
  · intro n
    rw [Function.iterate_succ_apply']
    have hn : |(step b)^[n] t| < δ := ((hit n).trans (hp n)).trans_lt ht
    exact step_aufbau (h (y := (step b)^[n] t) (by simpa [Real.dist_eq] using hn)).2
  · have hlim := (tendsto_pow_atTop_nhds_zero_of_lt_one hr0 hr1).mul_const |t|
    rw [zero_mul] at hlim
    exact squeeze_zero_norm (fun n => by rw [Real.norm_eq_abs]; exact hit n) hlim

/-- The energy along the orbital rotation. -/
lemma energy_dens (t : ℝ) : energy (dens t) = Real.sin t ^ 2 * Real.cos (2 * t) := by
  rw [dens_eq, Real.cos_two_mul']
  change -Real.sin t ^ 2 + 2 * (Real.cos t * Real.sin t) ^ 2 = _
  linear_combination Real.sin t ^ 2 * Real.sin_sq_add_cos_sq t

/-- The state `t = 0` is a strict local minimum but not a global one, and unshifted aufbau
sends it to `π / 2`. With shift 3, aufbau is the stated arctangent map where
`1 < 3 * cos (2 * t)`, and this map has slope `1/2` at `t = 0`. -/
theorem roothaan_escape_and_level_shift :
    (∀ t : ℝ, t ≠ 0 → |t| < π / 4 → energy (dens 0) < energy (dens t)) ∧
    energy (dens (π / 2)) < energy (dens 0) ∧
    Aufbau (fock (dens 0)) (π / 2) ∧
    (∀ t : ℝ, 1 < 3 * Real.cos (2 * t) → Aufbau (fock (dens t) + (3 : ℝ) • (1 - dens t))
      (Real.arctan (Real.sin (2 * t) / (3 * Real.cos (2 * t) - 1)) / 2)) ∧
    HasDerivAt (fun t : ℝ =>
      Real.arctan (Real.sin (2 * t) / (3 * Real.cos (2 * t) - 1)) / 2) (1 / 2) 0 := by
  have h3 : ∀ t : ℝ, Real.arctan (Real.sin (2 * t) / (3 * Real.cos (2 * t) - 1)) / 2
      = step 3 t := by
    intro t
    rw [step, show (3 : ℝ) - 2 = 1 by norm_num, one_mul]
  have hE0 : energy (dens 0) = 0 := by simp [energy_dens]
  refine ⟨?_, ?_, ?_, ?_, ?_⟩
  · intro t ht hlt
    obtain ⟨hl, hr⟩ := abs_lt.mp hlt
    have hs : Real.sin t ≠ 0 := fun h => ht
      ((Real.sin_eq_zero_iff_of_lt_of_lt (by linarith [Real.pi_pos])
        (by linarith [Real.pi_pos])).mp h)
    have hc : 0 < Real.cos (2 * t) :=
      Real.cos_pos_of_mem_Ioo ⟨by linarith, by linarith⟩
    rw [hE0, energy_dens]
    positivity
  · rw [hE0, energy_dens, show 2 * (π / 2) = π by ring, Real.sin_pi_div_two, Real.cos_pi]
    norm_num
  · have h := aufbau_escapes (b := 0) one_pos
    rwa [shiftedFock, zero_smul, add_zero] at h
  · intro t ht
    rw [h3]
    exact step_aufbau ht
  · rw [funext h3]
    exact (step_slope (b := 3) (by norm_num)).congr_deriv (by norm_num)

end

end RoothaanLevelShift
```

```lean
#print axioms RoothaanLevelShift.fock_is_gradient
#print axioms RoothaanLevelShift.aufbau_unique
#print axioms RoothaanLevelShift.level_shift_converges
#print axioms RoothaanLevelShift.roothaan_escape_and_level_shift
```

```
'RoothaanLevelShift.fock_is_gradient' depends on axioms: [propext, Classical.choice, Quot.sound]
'RoothaanLevelShift.aufbau_unique' depends on axioms: [propext, Classical.choice, Quot.sound]
'RoothaanLevelShift.level_shift_converges' depends on axioms: [propext, Classical.choice, Quot.sound]
'RoothaanLevelShift.roothaan_escape_and_level_shift' depends on axioms: [propext, Classical.choice, Quot.sound]
```

## One minimum, with and without the shift

Matrix indices run over 0 and 1, as in Lean. One real orbital is occupied, (cos t, sin t), and P(t) is the projector on it. The main theorem, `roothaan_escape_and_level_shift`, makes five statements:

- For 0 < |t| < π/4, the energy of P(t) lies above that of P(0), so t = 0 is a strict local minimum among these densities.
- The energy at t = π/2 is lower still, so this minimum is not global.
- The aufbau rule for the unshifted Fock matrix at t = 0 selects t = π/2.
- With shift 3, wherever 3 cos 2t > 1, the aufbau rule selects the angle ½ arctan(sin 2t/(3 cos 2t − 1)).
- This map has slope 1/2 at t = 0.

The theorem `level_shift_converges` treats the repeated nonlinear step. For each b > 3/2 there is a δ > 0 such that every start with |t| < δ gives iterates that obey the aufbau rule at each step and tend to 0. It gives no numerical value for δ.

## The energy, the Fock matrix and the aufbau rule

The functional `energy` and the matrix `fock` are

E(P) = −P₁₁ + 2 P₀₁²

F(P) = [[0, 2P₀₁], [2P₀₁, −1]].

The coefficient −1 places level 1 one energy unit below level 0. The term 2P₀₁² stands for an interaction that penalises mixing of the two levels. Both terms arise in restricted Hartree–Fock theory for two electrons on a symmetric Hubbard dimer with hopping 1/2 and on-site repulsion 2. Level 0 is then the antibonding orbital and level 1 the bonding one, and mixing them with real coefficients moves charge towards one site. The total energy is 2 + 2E, and the Fock matrix is F plus 3/2 times the identity. As in Hartree–Fock theory, F is a constant matrix plus a part linear in the density. `fock_is_gradient` proves that the derivative of E along a symmetric variation D is tr(FD), which fixes the factors of two.

`shiftedFock b P` is F + b(1 − P), which raises the current virtual orbital by b. `Aufbau M θ` says that the occupied and virtual orbitals at angle θ are eigenvectors of M, the occupied one with strictly lower eigenvalue. Angles that differ by π describe the same state, and `aufbau_unique` shows that the rule determines the density of a symmetric matrix uniquely.

The model has real orbitals, one doubly occupied and one virtual, and a single rotation angle. The double occupation matters: in unrestricted Hartree–Fock theory with repulsive electrons, no local minimum has an occupied orbital above an empty one of the same spin. The restriction to real orbitals matters too: in the Hubbard dimer the complex orbital (cos t, i sin t) keeps the charges on the two sites equal and gives E = −sin² t, so t = 0 is not a minimum once complex orbitals are allowed. Within these limits the model shows how a level shift in an SCF calculation can hold a state that is neither the global minimum nor an aufbau solution of the unshifted Fock matrix.

## Why plain aufbau leaves the minimum

The density has P₁₁ = sin² t and P₀₁ = cos t sin t. Hence

E = −sin² t + 2 cos² t sin² t = sin² t (2 cos² t − 1) = sin² t cos 2t.

For 0 < |t| < π/4 both factors are positive, while E(0) = 0 and E(π/2) = −1. This is `energy_dens`, followed by sign arguments in the main theorem.

At t = 0 the Fock matrix is diag(0, −1), so the occupied orbital is the upper one and aufbau moves the electron pair to level 1. The state is nevertheless a minimum: for small t the level difference contributes −t² to the energy, but the interaction contributes +2t². Plain aufbau sees only the levels of the current Fock matrix. `aufbau_escapes` proves the jump for every b < 1, and the main theorem uses b = 0.

## The shifted step as a formula for the angle

Let a symmetric matrix M = [[a, c], [c, d]] have its lower eigenvector at angle θ and gap g > 0. With upper eigenvalue e₂, M = e₂·1 − g P(θ), and comparing entries gives

d − a = g cos 2θ

−2c = g sin 2θ.

Conversely, these equations with g > 0 give the eigenvectors in the required order. `aufbau_iff` proves both directions, with the Lean variable `b` in place of c. It combines the component equations of `eigen_iff`, weighted by sines and cosines; for the converse it places the levels half a gap below and above their mean.

By `shiftedFock_dens`, the shifted Fock matrix has diagonal entries b sin² t and b cos² t − 1, and off-diagonal entry (2 − b) cos t sin t. So

g cos 2θ = b cos 2t − 1

g sin 2θ = (b − 2) sin 2t.

If b cos 2t > 1, then cos 2θ > 0, and 2θ can be taken between −π/2 and π/2:

θ = ½ arctan((b − 2) sin 2t/(b cos 2t − 1)).

This is `step b t`. The proof of `step_aufbau` supplies the gap (b cos 2t − 1)/cos 2θ and checks both equations.

## From the slope to convergence

Near t = 0 the argument of the arctangent is 2(b − 2)t/(b − 1) to first order. The slope is therefore

k = (b − 2)/(b − 1),

which is 1/2 for b = 3. `step_slope` obtains it for b > 1 from the chain and quotient rules. For b > 1, |k| < 1 means 2 − b < b − 1, that is, b > 3/2.

To pass from the slope to the nonlinear iteration, `level_shift_converges` picks r with |k| < r < 1. Differentiability gives |step b t − kt| ≤ (r − |k|)|t| near 0, hence |step b t| ≤ r|t|. The radius δ is also small enough that b cos 2t > 1. By induction the iterates tₙ satisfy

|tₙ| ≤ rⁿ |t₀|,

so they stay where the formula is the aufbau step, and they tend to 0.

The condition b > 3/2 matters even where the level order is already right. At b = 4/3 the shifted Fock matrix at t = 0 is diag(0, 1/3), so t = 0 obeys the aufbau rule, but the slope is −2: a small nonzero angle changes sign and roughly doubles at each step while it remains small. In the opposite limit, b → ∞, the slope tends to 1, and convergence near the minimum becomes slow.
